# A finite symmetric interaction matrix with positive energy on nonzero neutral charges becomes positive definite under a large enough constant shift

Two parallel charged sheets at distance $d$ interact through $-|x-y|$, in units that absorb the prefactor. Opposite charges on them cost energy, as they should, but equal charges have negative energy, so the interaction matrix isn't positive definite. I meet the same situation in periodic cells, where the $G=0$ term of the pair potential is a matter of convention: neutral systems don't notice it, but my linear solver does, because it needs a positive definite matrix.

One remedy is to add a constant $c$ to every matrix entry. This adds $cQ^2$ to the energy, where $Q$ is the total charge. What bothers me is the nearly neutral case. If $Q$ is tiny, then $cQ^2$ is tinier still. Couldn't there be charge vectors with smaller and smaller $Q$ that need larger and larger $c$, so that no finite constant serves for all of them?

## The threshold is set by an equipotential charge distribution

No. Let $K$ be a real symmetric matrix on a finite, nonempty set of sites, and suppose that every nonzero neutral charge vector has positive energy. Then one finite constant serves for all charge vectors, and there is a sharp threshold for it. To find it, spread one unit of charge over the sites so that all of them have the same potential $\mu$, as if they were joined by a wire. The shifted matrix is positive definite exactly when $c>-\mu$.

Write $\mathbf 1$ for the vector of ones, $Q=\sum_i q_i$, and $E(q)=q\cdot Kq$. This $E$ is twice the usual electrostatic energy, which carries a factor $\tfrac12$; the sign is unaffected. The letter $\mu$ stands for an electrostatic potential, often written $\phi$.

**The shift.** Adding $c$ to all entries gives

$$\sum_{ij} q_i(K_{ij}+c)q_j = E(q)+c\Big(\sum_i q_i\Big)\Big(\sum_j q_j\Big)=E(q)+cQ^2 .$$

**The equipotential distribution.** We look for charges $w$ and a number $\mu$ with

$$Kw=\mu\mathbf 1,\qquad \sum_i w_i=1 .$$

For $N$ sites these are $N+1$ linear equations in $N+1$ unknowns, so they have a solution if the homogeneous system has only the zero solution. Suppose then that $Kq=\mu\mathbf 1$ and $\sum_i q_i=0$. It follows that $E(q)=\mu\sum_i q_i=0$. A nonzero neutral $q$ would have positive energy, so $q=0$. Then $\mu\mathbf 1=0$, and since there is at least one site, $\mu=0$.

**The splitting.** For any $q$, put $p=q-Qw$. This remainder is neutral, because $\sum_i p_i=Q-Q=0$. Expanding $q=p+Qw$ gives

$$E(q)=E(p)+Q\,p\cdot Kw+Q\,w\cdot Kp+Q^2\,w\cdot Kw .$$

Here $p\cdot Kw=\mu\sum_i p_i=0$. By symmetry of $K$, $w\cdot Kp=p\cdot Kw=0$ as well. Finally $w\cdot Kw=\mu\sum_i w_i=\mu$. With the shift included,

$$E(q)+cQ^2=E(p)+(\mu+c)Q^2 .$$

This settles the nearly neutral case. What could have defeated a finite $c$ is a cross term linear in $Q$, and measuring the charge relative to $w$ removes it.

**The threshold.** Let $c>-\mu$ and $q\neq0$. If $Q=0$, then $p=q$ and $E(p)>0$. If $Q\neq0$, then $(\mu+c)Q^2>0$, while $E(p)\ge0$, with equality when $p=0$. The shifted energy is positive either way. Conversely, if the shifted matrix is positive definite, its energy at $q=w$ is positive, and that energy is $\mu+c$.

Any $c_0$ above $-\mu$, for instance $1-\mu$, therefore has the property that every $c\ge c_0$ works. At $c=-\mu$ itself the vector $w$ has zero energy.

**The converse for the hypothesis.** If some shift of $K$ is positive definite, then $K$ has positive energy on nonzero neutral vectors, since $cQ^2$ vanishes there. For a symmetric matrix, positivity on neutral charges is thus exactly the condition under which a constant shift can help.

**Your two sheets.** Number them 0 and 1. The matrix has zeros on the diagonal and $-d$ off it, so $E(q)=-2d\,q_0q_1$. For neutral charges $q_1=-q_0$, and this becomes $2d\,q_0^2$, which is positive unless both charges vanish. Charges of one half on each sheet give the potential $\mu=-d/2$ on both. The threshold is $d/2$, and it grows with the distance: a constant that suffices for one geometry may fail for another.

## What the Lean statements say about charges and potentials

The finite type `n` labels the sites, a function `q : n → ℝ` gives their charges, and `K : Matrix n n ℝ` holds the interactions, self terms on the diagonal included.

- `energy K q` is $q\cdot Kq$, without the factor $\tfrac12$.
- `shift K c` is the matrix with entries $K_{ij}+c$, diagonal entries too.
- `NeutralPositive K` says that every nonzero $q$ with $\sum_i q_i=0$ has positive energy. Bare point charges in three dimensions with a zero diagonal violate this, since an attracting pair has negative energy; the self-energy of smeared charges, or an atomic hardness, has to make up for it.
- `K.IsSymm` is the symmetry of the interaction, and `PosDef` is Mathlib's positive definiteness, which for real matrices includes symmetry.

The theorem `posDef_of_large_shift` answers your question as posed: there is a $c_0$ such that every $c\ge c_0$ gives a positive definite matrix. `exists_sharp_threshold` is stronger and gives a $c_0$ with positive definiteness exactly for $c>c_0$. `posDef_shift_iff` identifies this number as $-\mu$, for any given $w$ of unit total charge and constant potential $\mu$. `neutralPositive_of_posDef_shift` is the converse for the hypothesis, and `two_site_threshold` is the pair of sheets.

The sites are finite in number and fixed in place. One step towards a periodic simulation is left to you: checking that your change of $G=0$ convention really adds the same number to every entry, self terms included. With smeared charges of different widths, the finite part left over from the limit $G\to0$ can depend on the widths, and then it isn't a shift of this kind.

In fluctuating-charge simulations with a quadratic energy and a fixed geometry, the result lets you make the matrix suitable for a Cholesky factorisation, provided that it is symmetric and satisfies `NeutralPositive`. If the atomic hardnesses are too small for that, no constant shift helps. At fixed total charge the shift only adds a constant to the energy, so the minimising charges stay the same.

```lean
import Mathlib

open Matrix

namespace NeutralityShift

variable {n : Type*} [Fintype n]

/-- The quadratic form `⟨q, K q⟩` of the charges `q` with interaction matrix `K`. -/
def energy (K : Matrix n n ℝ) (q : n → ℝ) : ℝ := q ⬝ᵥ K *ᵥ q

/-- The interaction matrix with the constant `c` added to every entry. -/
def shift (K : Matrix n n ℝ) (c : ℝ) : Matrix n n ℝ := Matrix.of fun i j => K i j + c

/-- The energy is positive for every nonzero charge vector of zero total charge. -/
def NeutralPositive (K : Matrix n n ℝ) : Prop :=
  ∀ q : n → ℝ, q ≠ 0 → ∑ i, q i = 0 → 0 < energy K q

/-- In a constant potential `a`, the charges `q` have the energy total charge times `a`. -/
lemma dot_const (q : n → ℝ) (a : ℝ) : q ⬝ᵥ (fun _ => a) = (∑ i, q i) * a := by
  simp [dotProduct, Finset.sum_mul]

/-- Adding `c` to all entries of the interaction matrix changes the energy by `c` times the
square of the total charge. -/
theorem energy_shift (K : Matrix n n ℝ) (c : ℝ) (q : n → ℝ) :
    energy (shift K c) q = energy K q + c * (∑ i, q i) ^ 2 := by
  have h : shift K c *ᵥ q = K *ᵥ q + fun _ => c * ∑ i, q i := by
    ext i
    simp [shift, Matrix.mulVec, dotProduct, add_mul, Finset.sum_add_distrib, Finset.mul_sum]
  unfold energy
  rw [h, dotProduct_add, dot_const]
  ring

/-- If the energy is positive on nonzero neutral charge vectors, some distribution `w` of unit
total charge on the nonempty set of sites produces the same potential `μ` at every site. -/
theorem exists_equipotential [Nonempty n] {K : Matrix n n ℝ} (hK : NeutralPositive K) :
    ∃ (w : n → ℝ) (μ : ℝ), ∑ i, w i = 1 ∧ K *ᵥ w = fun _ => μ := by
  -- the equations for `w` and `μ` form a square linear system
  let L : ((n → ℝ) × ℝ) →ₗ[ℝ] ((n → ℝ) × ℝ) :=
    { toFun := fun x => (K *ᵥ x.1 - (fun _ => x.2), ∑ i, x.1 i)
      map_add' := by
        intro x y
        refine Prod.ext ?_ ?_
        · ext i
          simp [Matrix.mulVec_add]
          ring
        · simp [Finset.sum_add_distrib]
      map_smul' := by
        intro r x
        refine Prod.ext ?_ ?_
        · ext i
          simp [Matrix.mulVec_smul]
          ring
        · simp [Finset.mul_sum] }
  -- a solution of the homogeneous system is neutral and has zero energy
  have hinj : Function.Injective L := by
    rw [injective_iff_map_eq_zero]
    rintro ⟨q, μ⟩ h
    have h1 : K *ᵥ q = fun _ => μ := sub_eq_zero.mp (congrArg Prod.fst h)
    have h2 : ∑ i, q i = 0 := congrArg Prod.snd h
    have hq : q = 0 := by
      by_contra hne
      have h3 := hK q hne h2
      rw [energy, h1, dot_const, h2, zero_mul] at h3
      exact lt_irrefl _ h3
    have hμ : μ = 0 := by
      obtain ⟨i⟩ := ‹Nonempty n›
      have h3 := congrFun h1 i
      simpa [hq] using h3.symm
    rw [hq, hμ]
    rfl
  obtain ⟨⟨w, μ⟩, h⟩ := LinearMap.injective_iff_surjective.mp hinj (0, 1)
  exact ⟨w, μ, congrArg Prod.snd h, sub_eq_zero.mp (congrArg Prod.fst h)⟩

/-- For symmetric `K` and a unit-charge distribution `w` of constant potential `μ`, the energy
is that of the neutral remainder `q - Q w` plus `μ Q²`, where `Q` is the total charge of `q`. -/
theorem energy_split {K : Matrix n n ℝ} (hS : K.IsSymm) {w : n → ℝ} {μ : ℝ}
    (hw : ∑ i, w i = 1) (hμ : K *ᵥ w = fun _ => μ) (q : n → ℝ) :
    energy K q = energy K (q - (∑ i, q i) • w) + μ * (∑ i, q i) ^ 2 := by
  have e1 : q ⬝ᵥ K *ᵥ w = (∑ i, q i) * μ := by rw [hμ, dot_const]
  have e2 : w ⬝ᵥ K *ᵥ w = μ := by rw [hμ, dot_const, hw, one_mul]
  have e3 : w ⬝ᵥ K *ᵥ q = (∑ i, q i) * μ := by
    rw [Matrix.dotProduct_mulVec, ← Matrix.mulVec_transpose, hS.eq, dotProduct_comm, e1]
  unfold energy
  rw [Matrix.mulVec_sub, Matrix.mulVec_smul]
  simp only [sub_dotProduct, dotProduct_sub, smul_dotProduct, dotProduct_smul, smul_eq_mul,
    e1, e2, e3]
  ring

/-- Let `K` be symmetric and positive on nonzero neutral charge vectors, and let `w` have unit
total charge and constant potential `μ`. Then `K` shifted by `c` is positive definite exactly
when `c > -μ`. -/
theorem posDef_shift_iff {K : Matrix n n ℝ} (hS : K.IsSymm) (hK : NeutralPositive K)
    {w : n → ℝ} {μ : ℝ} (hw : ∑ i, w i = 1) (hμ : K *ᵥ w = fun _ => μ) (c : ℝ) :
    (shift K c).PosDef ↔ -μ < c := by
  constructor
  · -- test the shifted form on the equipotential distribution
    intro h
    have hne : w ≠ 0 := by
      rintro rfl
      simp at hw
    have h1 : 0 < energy (shift K c) w := by
      simpa only [energy, star_trivial] using h.dotProduct_mulVec_pos hne
    rw [energy_shift, energy, hμ, dot_const, hw] at h1
    linarith
  · intro hc
    rw [Matrix.posDef_iff_dotProduct_mulVec]
    refine ⟨Matrix.IsHermitian.ext fun i j => by simp [shift, hS.apply i j], ?_⟩
    intro q hq
    have key : 0 < energy (shift K c) q := by
      rw [energy_shift]
      by_cases hQ : ∑ i, q i = 0
      · have h1 := hK q hq hQ
        rw [hQ]
        linarith
      · -- the neutral remainder has nonnegative energy
        have hp : 0 ≤ energy K (q - (∑ i, q i) • w) := by
          by_cases h0 : q - (∑ i, q i) • w = 0
          · rw [h0]
            simp [energy]
          · refine (hK _ h0 ?_).le
            simp [Finset.sum_sub_distrib, ← Finset.mul_sum, hw]
        have h2 : 0 < (μ + c) * (∑ i, q i) ^ 2 :=
          mul_pos (by linarith) (by positivity)
        rw [energy_split hS hw hμ q]
        linarith
    simpa only [energy, star_trivial] using key

/-- For a symmetric interaction matrix on a nonempty set of sites, positive on nonzero neutral
charge vectors, there is a threshold `c₀` such that adding `c` to all entries gives a positive
definite matrix exactly when `c > c₀`. -/
theorem exists_sharp_threshold [Nonempty n] {K : Matrix n n ℝ} (hS : K.IsSymm)
    (hK : NeutralPositive K) : ∃ c₀ : ℝ, ∀ c : ℝ, (shift K c).PosDef ↔ c₀ < c := by
  obtain ⟨w, μ, hw, hμ⟩ := exists_equipotential hK
  exact ⟨-μ, posDef_shift_iff hS hK hw hμ⟩

/-- For a symmetric interaction matrix on a nonempty set of sites, positive on nonzero neutral
charge vectors, adding any sufficiently large constant to all entries gives a positive definite
matrix. -/
theorem posDef_of_large_shift [Nonempty n] {K : Matrix n n ℝ} (hS : K.IsSymm)
    (hK : NeutralPositive K) : ∃ c₀ : ℝ, ∀ c : ℝ, c₀ ≤ c → (shift K c).PosDef := by
  obtain ⟨c₀, h⟩ := exists_sharp_threshold hS hK
  exact ⟨c₀ + 1, fun c hc => (h c).mpr (by linarith)⟩

/-- If some constant shift of `K` is positive definite, then `K` itself has positive energy on
every nonzero neutral charge vector. -/
theorem neutralPositive_of_posDef_shift {K : Matrix n n ℝ} {c : ℝ}
    (h : (shift K c).PosDef) : NeutralPositive K := by
  intro q hq hQ
  have h1 : 0 < energy (shift K c) q := by
    simpa only [energy, star_trivial] using h.dotProduct_mulVec_pos hq
  rw [energy_shift, hQ] at h1
  linarith

/-- For two sites at distance `d > 0` with the one-dimensional Coulomb interaction `-|x - y|`,
the shifted matrix is positive definite exactly when `c > d / 2`. -/
theorem two_site_threshold {d : ℝ} (hd : 0 < d) (c : ℝ) :
    (shift !![0, -d; -d, 0] c).PosDef ↔ d / 2 < c := by
  have hS : (!![0, -d; -d, 0] : Matrix (Fin 2) (Fin 2) ℝ).IsSymm := by
    ext i j
    fin_cases i <;> fin_cases j <;> simp
  have hK : NeutralPositive !![0, -d; -d, 0] := by
    intro q hq hQ
    rw [Fin.sum_univ_two] at hQ
    have h1 : q 1 = -q 0 := by linarith
    have h0 : q 0 ≠ 0 := by
      intro h
      apply hq
      ext i
      fin_cases i <;> simp [h1, h]
    have e : energy !![0, -d; -d, 0] q = -2 * d * q 0 * q 1 := by
      simp [energy, Matrix.mulVec, dotProduct, Fin.sum_univ_two]
      ring
    have e' : energy !![0, -d; -d, 0] q = 2 * d * q 0 ^ 2 := by
      rw [e, h1]
      ring
    rw [e']
    positivity
  -- equal charges of one half produce a constant potential
  have hw : ∑ _i : Fin 2, (1 / 2 : ℝ) = 1 := by
    rw [Fin.sum_univ_two]
    norm_num
  have hμ : !![0, -d; -d, 0] *ᵥ (fun _ : Fin 2 => (1 / 2 : ℝ)) = fun _ => -(d / 2) := by
    ext i
    fin_cases i <;> simp [Matrix.mulVec, dotProduct, Fin.sum_univ_two] <;> ring
  rw [posDef_shift_iff hS hK hw hμ c, neg_neg]

end NeutralityShift
```

## From the linear system to the threshold in Lean

`dot_const` is the small identity used throughout: in a constant potential $a$, the charges $q$ give $q\cdot(a\mathbf 1)=Qa$. `energy_shift` first shows that the shifted matrix produces the old potential plus $cQ$ at every site, and then applies `dot_const`.

`exists_equipotential` writes the system for $(w,\mu)$ as a linear map `L`, which sends $(q,\mu)$ to $(Kq-\mu\mathbf 1,\sum_i q_i)$. The step `hinj` is the argument about the homogeneous system: `hq` obtains $q=0$ from the contradiction $0<0$, and `hμ` reads off $\mu=0$ at one site. `L` maps a finite-dimensional space to itself, so `LinearMap.injective_iff_surjective` makes it surjective, and a preimage of $(0,1)$ is the required pair. Symmetry of $K$ isn't used here.

`energy_split` is the splitting with $p$ written out as `q - (∑ i, q i) • w`. It expands the energy of this remainder instead of that of $p+Qw$, which is the same computation read backwards. The products it needs are `e1` for $q\cdot Kw=Q\mu$, `e2` for $w\cdot Kw=\mu$ and `e3` for $w\cdot Kq=Q\mu$. The last is where symmetry enters, by moving $K$ across the dot product. After substitution, `ring` finishes the algebra.

`posDef_shift_iff` treats the two directions in turn. The first tests the shifted form on `w`, which is nonzero because its charges sum to one, and `linarith` extracts $-\mu<c$. The second checks that the shifted matrix is symmetric and then separates the cases $Q=0$ and $Q\neq0$. In the charged case, `hp` states $E(p)\ge0$; it treats $p=0$ separately, because `NeutralPositive` speaks only of nonzero vectors. `h2` is $(\mu+c)Q^2>0$, and the sum of the two is the shifted energy by `energy_split`.

The two existence theorems follow quickly. `exists_sharp_threshold` takes $-\mu$ from the equipotential pair, and `posDef_of_large_shift` adds one to the threshold so that the endpoint is included. `neutralPositive_of_posDef_shift` evaluates the shifted energy on a neutral vector, where the added term is zero.

For the two sheets, `hK` computes the neutral energy $2d\,q_0^2$, while `hw` and `hμ` verify that charges of one half have unit total and potential $-d/2$. The general criterion then gives $d/2<c$.

```lean
#print axioms NeutralityShift.posDef_of_large_shift
#print axioms NeutralityShift.neutralPositive_of_posDef_shift
#print axioms NeutralityShift.two_site_threshold
```

```
'NeutralityShift.posDef_of_large_shift' depends on axioms: [propext, Classical.choice, Quot.sound]
'NeutralityShift.neutralPositive_of_posDef_shift' depends on axioms: [propext, Classical.choice, Quot.sound]
'NeutralityShift.two_site_threshold' depends on axioms: [propext, Classical.choice, Quot.sound]
```
